# With self terms included, the softened inverse-power sum over finitely many charges is nonnegative

## Two charges

Place charges $q_1$ and $q_2$ a distance $d$ apart. Let charges $q$ and $q'$ at separation $\rho$ interact through $q q'(a^2+\rho^2)^{-s/2}$, with $a,s>0$ and the Coulomb constant set to 1. The softening length $a$ is the distance below which the interaction levels off, and $s$ is the exponent of its decay at large distance; $s=1$ is the softened Coulomb law. The sum over all ordered pairs, each charge with itself included, is

$$E = a^{-s}(q_1^2+q_2^2) + 2q_1q_2\,(a^2+d^2)^{-s/2}.$$

To see its sign, write the power law as a superposition of Gaussians in the distance:

$$E=\frac{1}{\Gamma(s/2)}\int_0^\infty t^{s/2-1}e^{-a^2t}\left[q_1^2+q_2^2+2q_1q_2\,e^{-td^2}\right]dt .$$

With $g=e^{-td^2}\le 1$, the bracket equals $(1-g)(q_1^2+q_2^2)+g(q_1+q_2)^2$, which is nonnegative at every $t$. Hence $E\ge 0$.

For more charges the integral stays the same, but the bracket becomes a Gaussian sum over many pairs, whose sign needs an argument of its own.

## Any finite set of charges

For sites $r_i$ and two assignments of charges $q_i$ and $p_i$ to them, define

$$E(q,p)=\sum_{i,j} q_i\,p_j\,(a^2+\|r_i-r_j\|^2)^{-s/2}.$$

Here $p$ is a second set of charges, not a momentum or a dipole. Three statements are proved:

- For $a,s>0$, $E(q,q)\ge 0$.
- For $a,s>0$, $E(q,p)^2\le E(q,q)\,E(p,p)$.
- For $a>0$ in a space with a nonzero vector, $E(q,q)\ge0$ holds for all finite configurations if and only if $s\ge 0$.

The usual pair energy $U$ counts each pair once and omits self terms, so $E(q,q)=2U+a^{-s}\sum_i q_i^2$. For a finite cluster of classical charges without periodic images, and with the same softening length $a>0$ and exponent $s>0$ for every pair, this gives $U\ge-\tfrac12a^{-s}\sum_i q_i^2$, a rearrangement that is not itself stated in Lean.

## How Lean expresses the sum

The space `V` is any real inner-product space, possibly infinite-dimensional; ordinary space is one example. Sites are labelled by a finite type `ι`, with positions `r : ι → V` and charges `q p : ι → ℝ`. Sites may coincide.

`softKernel a s x y` is the softened power law, and `softEnergy a s r q p` is $E(q,p)$. Despite its name, the latter counts every pair twice and includes self terms. The definitions accept any real `a` and `s`; positivity enters through the hypotheses `ha` and `hs`.

The first two statements are `softEnergy_self_nonneg` and `softEnergy_sq_le`. The third, `softEnergy_nonneg_iff`, fixes `a` and `s` and quantifies over every number `n` of sites, every placement and every choice of charges. Its assumption `Nontrivial V` supplies the nonzero vector.

The step to real point charges is the limit $a\to0$, in which the self terms diverge. The hypothesis $a>0$ leaves that limit aside.

## Powers and exponentials of the inner product

The vectors $r_i$ span a finite-dimensional space. Take an orthonormal basis $b_k$ of it and set $w_{ki}=\langle b_k,r_i\rangle$. Then

$$\langle r_i,r_j\rangle=\sum_k w_{ki}w_{kj}.$$

For real weights $c_i$ and $n=0,1,2,\dots$, let $F_n(c)=\sum_{i,j}c_ic_j\langle r_i,r_j\rangle^n$. At $n=0$ this is $(\sum_i c_i)^2\ge0$. If $F_n$ is nonnegative for all weights, splitting off one factor of the inner product gives

$$F_{n+1}(c)=\sum_k\sum_{i,j}(c_iw_{ki})(c_jw_{kj})\langle r_i,r_j\rangle^n\ge0,$$

since each term of the sum over $k$ is $F_n$ with new weights. The exponential series then yields, for $t\ge0$,

$$\sum_{i,j}c_ic_j\,e^{t\langle r_i,r_j\rangle}=\sum_{n=0}^\infty\frac{t^n}{n!}F_n(c)\ge0.$$

## From exponentials to the power law

For $b>0$, the substitution $u=bt$ gives

$$\int_0^\infty t^{s/2-1}e^{-bt}\,dt=b^{-s/2}\,\Gamma(s/2).$$

Put $b=a^2+\|r_i-r_j\|^2$, multiply by $q_iq_j$ and sum:

$$\Gamma(s/2)\,E(q,q)=\int_0^\infty t^{s/2-1}e^{-a^2t}\sum_{i,j}q_iq_j\,e^{-t\|r_i-r_j\|^2}\,dt.$$

Since $\|r_i-r_j\|^2=\|r_i\|^2+\|r_j\|^2-2\langle r_i,r_j\rangle$, the weights $c_i=q_ie^{-t\|r_i\|^2}$ turn the inner sum into

$$\sum_{i,j}c_ic_j\,e^{2t\langle r_i,r_j\rangle}\ge0.$$

The integrand is therefore nonnegative, and so is the integral. Dividing by $\Gamma(s/2)>0$ gives $E(q,q)\ge0$.

## Mutual interaction and the range of exponents

The kernel is symmetric, so $E(p,q)=E(q,p)$. For every real $t$, now just a scale factor, the charges $tq_i+p_i$ satisfy

$$0\le E(tq+p,tq+p)=t^2E(q,q)+2tE(q,p)+E(p,p).$$

A quadratic polynomial that is nowhere negative has discriminant at most zero, so $4E(q,p)^2-4E(q,q)E(p,p)\le0$. If $E(q,q)=0$, the polynomial is linear and its slope must vanish, which agrees with the same inequality.

For the exponents, $s>0$ is settled above. At $s=0$ the kernel is 1 and $E(q,q)=(\sum_iq_i)^2$. For $s<0$, put charges $1$ and $-1$ at $0$ and $v\ne0$:

$$E(q,q)=2(a^2)^{-s/2}-2(a^2+\|v\|^2)^{-s/2}<0,$$

because $-s/2>0$ makes the kernel grow with distance.

## The Lean file

```lean
import Mathlib

open MeasureTheory Set
open scoped InnerProductSpace

namespace SoftenedPowerLaw

noncomputable section

variable {V : Type*} [NormedAddCommGroup V] [InnerProductSpace ℝ V]
variable {ι : Type*} [Fintype ι]

/-- The softened power-law kernel `(a² + ‖x - y‖²)^(-s/2)` with softening length `a > 0`. -/
def softKernel (a s : ℝ) (x y : V) : ℝ := (a ^ 2 + ‖x - y‖ ^ 2) ^ (-s / 2)

/-- The interaction of the charges `q` with the charges `p`, both placed on the sites `r`:
the sum over all ordered pairs of sites, including equal ones, for softening length `a > 0`. -/
def softEnergy (a s : ℝ) (r : ι → V) (q p : ι → ℝ) : ℝ :=
  ∑ i, ∑ j, q i * p j * softKernel a s (r i) (r j)

/-- Finitely many vectors have finitely many real coordinates in which their inner products
are sums of products of coordinates. -/
theorem exists_coordinates (r : ι → V) :
    ∃ (m : ℕ) (w : Fin m → ι → ℝ), ∀ i j, ⟪r i, r j⟫_ℝ = ∑ k, w k i * w k j := by
  let S := Submodule.span ℝ (Set.range r)
  have : FiniteDimensional ℝ S :=
    FiniteDimensional.span_of_finite ℝ (Set.finite_range r)
  let v : ι → S := fun i => ⟨r i, Submodule.subset_span ⟨i, rfl⟩⟩
  let b := stdOrthonormalBasis ℝ S
  refine ⟨_, fun k i => ⟪b k, v i⟫_ℝ, fun i j => ?_⟩
  have h := b.sum_inner_mul_inner (v i) (v j)
  calc ⟪r i, r j⟫_ℝ = ⟪v i, v j⟫_ℝ := rfl
    _ = ∑ k, ⟪v i, b k⟫_ℝ * ⟪b k, v j⟫_ℝ := h.symm
    _ = ∑ k, ⟪b k, v i⟫_ℝ * ⟪b k, v j⟫_ℝ :=
      Finset.sum_congr rfl fun k _ => by rw [real_inner_comm (b k) (v i)]

/-- Every natural power of the inner product gives a nonnegative quadratic form in the
weights `c`. -/
theorem inner_pow_form_nonneg (r : ι → V) (n : ℕ) (c : ι → ℝ) :
    0 ≤ ∑ i, ∑ j, c i * c j * ⟪r i, r j⟫_ℝ ^ n := by
  obtain ⟨m, w, hw⟩ := exists_coordinates r
  induction n generalizing c with
  | zero =>
    have h : ∑ i, ∑ j, c i * c j * ⟪r i, r j⟫_ℝ ^ 0 = (∑ i, c i) ^ 2 := by
      simp only [pow_zero, mul_one, sq, Finset.sum_mul_sum]
    rw [h]
    positivity
  | succ n ih =>
    -- one factor of the inner product is split into coordinates and absorbed in the weights
    have h : ∑ i, ∑ j, c i * c j * ⟪r i, r j⟫_ℝ ^ (n + 1)
        = ∑ k, ∑ i, ∑ j, (c i * w k i) * (c j * w k j) * ⟪r i, r j⟫_ℝ ^ n := by
      calc _ = ∑ i, ∑ j, ∑ k, (c i * w k i) * (c j * w k j) * ⟪r i, r j⟫_ℝ ^ n := by
            refine Finset.sum_congr rfl fun i _ => Finset.sum_congr rfl fun j _ => ?_
            calc c i * c j * ⟪r i, r j⟫_ℝ ^ (n + 1)
                = c i * c j * ⟪r i, r j⟫_ℝ ^ n * ⟪r i, r j⟫_ℝ := by ring
              _ = c i * c j * ⟪r i, r j⟫_ℝ ^ n * ∑ k, w k i * w k j :=
                congrArg _ (hw i j)
              _ = _ := by
                rw [Finset.mul_sum]
                exact Finset.sum_congr rfl fun k _ => by ring
        _ = _ := (Finset.sum_congr rfl fun i _ => Finset.sum_comm).trans Finset.sum_comm
    rw [h]
    exact Finset.sum_nonneg fun k _ => ih fun i => c i * w k i

/-- For `t ≥ 0` the exponential of `t` times the inner product gives a nonnegative quadratic
form in the weights `c`. -/
theorem exp_inner_form_nonneg (r : ι → V) (c : ι → ℝ) {t : ℝ} (ht : 0 ≤ t) :
    0 ≤ ∑ i, ∑ j, c i * c j * Real.exp (t * ⟪r i, r j⟫_ℝ) := by
  have hexp : ∀ x : ℝ, HasSum (fun n : ℕ => x ^ n / (n.factorial : ℝ)) (Real.exp x) := by
    intro x
    rw [Real.exp_eq_exp_ℝ]
    exact NormedSpace.expSeries_div_hasSum_exp x
  have h : HasSum
      (fun n : ℕ => ∑ i, ∑ j, c i * c j * ((t * ⟪r i, r j⟫_ℝ) ^ n / (n.factorial : ℝ)))
      (∑ i, ∑ j, c i * c j * Real.exp (t * ⟪r i, r j⟫_ℝ)) :=
    hasSum_sum fun i _ => hasSum_sum fun j _ => (hexp _).mul_left _
  rw [← h.tsum_eq]
  refine tsum_nonneg fun n => ?_
  have e : ∑ i, ∑ j, c i * c j * ((t * ⟪r i, r j⟫_ℝ) ^ n / (n.factorial : ℝ))
      = t ^ n / (n.factorial : ℝ) * ∑ i, ∑ j, c i * c j * ⟪r i, r j⟫_ℝ ^ n := by
    simp only [Finset.mul_sum]
    refine Finset.sum_congr rfl fun i _ => Finset.sum_congr rfl fun j _ => ?_
    rw [mul_pow]
    ring
  rw [e]
  exact mul_nonneg (by positivity) (inner_pow_form_nonneg r n c)

omit [InnerProductSpace ℝ V] in
/-- For `a, s > 0` the softened kernel times `Γ(s/2)` is an integral over `t > 0` of
exponentials in the softened squared distance, with weight `t^(s/2 - 1)`. -/
theorem softKernel_mul_Gamma {a s : ℝ} (ha : 0 < a) (hs : 0 < s) (x y : V) :
    softKernel a s x y * Real.Gamma (s / 2)
      = ∫ t in Ioi (0 : ℝ), t ^ (s / 2 - 1) * Real.exp (-((a ^ 2 + ‖x - y‖ ^ 2) * t)) := by
  have hb : 0 < a ^ 2 + ‖x - y‖ ^ 2 := by positivity
  rw [Real.integral_rpow_mul_exp_neg_mul_Ioi (half_pos hs) hb, softKernel, one_div,
    Real.inv_rpow hb.le, neg_div, Real.rpow_neg hb.le]

/-- For `a, s > 0` the softened power-law interaction of finitely many real charges with
themselves, self terms included, is nonnegative. -/
theorem softEnergy_self_nonneg {a s : ℝ} (ha : 0 < a) (hs : 0 < s) (r : ι → V)
    (q : ι → ℝ) : 0 ≤ softEnergy a s r q q := by
  have hG : 0 < Real.Gamma (s / 2) := Real.Gamma_pos_of_pos (half_pos hs)
  let f : ι → ι → ℝ → ℝ := fun i j t =>
    t ^ (s / 2 - 1) * Real.exp (-((a ^ 2 + ‖r i - r j‖ ^ 2) * t))
  have hK : ∀ i j, softKernel a s (r i) (r j) * Real.Gamma (s / 2)
      = ∫ t in Ioi (0 : ℝ), f i j t := fun i j => softKernel_mul_Gamma ha hs _ _
  -- the integrals are nonzero, hence the integrands are integrable
  have hI : ∀ i j, Integrable (f i j) (volume.restrict (Ioi (0 : ℝ))) := by
    intro i j
    by_contra hn
    have h0 := hK i j
    rw [integral_undef hn] at h0
    have hk : 0 < softKernel a s (r i) (r j) := Real.rpow_pos_of_pos (by positivity) _
    exact (mul_pos hk hG).ne' h0
  have h : softEnergy a s r q q * Real.Gamma (s / 2)
      = ∫ t in Ioi (0 : ℝ), ∑ i, ∑ j, q i * q j * f i j t := by
    rw [MeasureTheory.integral_finsetSum _ fun i _ =>
      MeasureTheory.integrable_finsetSum _ fun j _ => (hI i j).const_mul _]
    simp only [softEnergy, Finset.sum_mul]
    refine Finset.sum_congr rfl fun i _ => ?_
    rw [MeasureTheory.integral_finsetSum _ fun j _ => (hI i j).const_mul _]
    refine Finset.sum_congr rfl fun j _ => ?_
    rw [integral_const_mul, ← hK i j, mul_assoc]
  refine nonneg_of_mul_nonneg_left ?_ hG
  rw [h]
  refine setIntegral_nonneg measurableSet_Ioi fun t ht => ?_
  have ht0 : 0 < t := ht
  -- the single-site factors of the integrand are absorbed in the charges
  have e : ∑ i, ∑ j, q i * q j * f i j t
      = t ^ (s / 2 - 1) * Real.exp (-(a ^ 2 * t)) *
        ∑ i, ∑ j, (q i * Real.exp (-(t * ‖r i‖ ^ 2))) * (q j * Real.exp (-(t * ‖r j‖ ^ 2)))
          * Real.exp (2 * t * ⟪r i, r j⟫_ℝ) := by
    simp only [Finset.mul_sum]
    refine Finset.sum_congr rfl fun i _ => Finset.sum_congr rfl fun j _ => ?_
    have hx : -((a ^ 2 + ‖r i - r j‖ ^ 2) * t) = -(a ^ 2 * t) + -(t * ‖r i‖ ^ 2)
        + -(t * ‖r j‖ ^ 2) + 2 * t * ⟪r i, r j⟫_ℝ := by
      rw [norm_sub_sq_real]
      ring
    simp only [f]
    rw [hx, Real.exp_add, Real.exp_add, Real.exp_add]
    ring
  rw [e]
  exact mul_nonneg (by positivity) (exp_inner_form_nonneg r _ (by positivity))

/-- Cauchy–Schwarz inequality for `a, s > 0`: the squared interaction of two sets of charges
on the same sites is at most the product of their interactions with themselves. -/
theorem softEnergy_sq_le {a s : ℝ} (ha : 0 < a) (hs : 0 < s) (r : ι → V) (q p : ι → ℝ) :
    softEnergy a s r q p ^ 2 ≤ softEnergy a s r q q * softEnergy a s r p p := by
  have hsymm : softEnergy a s r p q = softEnergy a s r q p := by
    unfold softEnergy
    rw [Finset.sum_comm]
    refine Finset.sum_congr rfl fun i _ => Finset.sum_congr rfl fun j _ => ?_
    rw [softKernel, softKernel, norm_sub_rev, mul_comm (p j)]
  -- the energy of the charges `t q + p` is a nonnegative quadratic polynomial in `t`
  have hquad : ∀ t : ℝ, 0 ≤ softEnergy a s r q q * (t * t)
      + (2 * softEnergy a s r q p) * t + softEnergy a s r p p := by
    intro t
    have e : softEnergy a s r (fun i => t * q i + p i) (fun i => t * q i + p i)
        = softEnergy a s r q q * (t * t) + softEnergy a s r q p * t
          + softEnergy a s r p q * t + softEnergy a s r p p := by
      simp only [softEnergy, Finset.sum_mul, ← Finset.sum_add_distrib]
      refine Finset.sum_congr rfl fun i _ => Finset.sum_congr rfl fun j _ => ?_
      ring
    have h := softEnergy_self_nonneg ha hs r (fun i => t * q i + p i)
    rw [e, hsymm] at h
    linarith
  have hd := discrim_le_zero hquad
  unfold discrim at hd
  nlinarith

/-- In a nontrivial space and for `a > 0`, the softened interaction of charges with themselves
is nonnegative for all finite configurations if and only if `s ≥ 0`. -/
theorem softEnergy_nonneg_iff [Nontrivial V] {a s : ℝ} (ha : 0 < a) :
    (∀ (n : ℕ) (r : Fin n → V) (q : Fin n → ℝ), 0 ≤ softEnergy a s r q q) ↔ 0 ≤ s := by
  constructor
  · intro h
    by_contra hs
    obtain ⟨v, hv⟩ := exists_ne (0 : V)
    have hv' : 0 < ‖v‖ := norm_pos_iff.mpr hv
    -- two opposite unit charges at distinct points
    have h2 := h 2 ![0, v] ![1, -1]
    have e : softEnergy a s ![0, v] ![1, -1] ![1, -1]
        = 2 * (a ^ 2) ^ (-s / 2) - 2 * (a ^ 2 + ‖v‖ ^ 2) ^ (-s / 2) := by
      simp only [softEnergy, softKernel, Fin.sum_univ_two, Matrix.cons_val_zero,
        Matrix.cons_val_one, sub_self, zero_sub, sub_zero, norm_neg, norm_zero,
        zero_pow two_ne_zero, add_zero]
      ring
    have hlt : (a ^ 2) ^ (-s / 2) < (a ^ 2 + ‖v‖ ^ 2) ^ (-s / 2) :=
      Real.rpow_lt_rpow (by positivity) (lt_add_of_pos_right _ (by positivity))
        (by linarith [not_le.mp hs])
    rw [e] at h2
    linarith
  · intro hs n r q
    rcases hs.eq_or_lt with h0 | hpos
    · -- at `s = 0` the form is the square of the total charge
      have e : softEnergy a s r q q = (∑ i, q i) ^ 2 := by
        simp only [softEnergy, softKernel, ← h0, neg_zero, zero_div, Real.rpow_zero,
          mul_one, sq, Finset.sum_mul_sum]
      rw [e]
      positivity
    · exact softEnergy_self_nonneg ha hpos r q

end

end SoftenedPowerLaw
```

```lean
#print axioms SoftenedPowerLaw.softEnergy_self_nonneg
#print axioms SoftenedPowerLaw.softEnergy_sq_le
#print axioms SoftenedPowerLaw.softEnergy_nonneg_iff
```

```
'SoftenedPowerLaw.softEnergy_self_nonneg' depends on axioms: [propext, Classical.choice, Quot.sound]
'SoftenedPowerLaw.softEnergy_sq_le' depends on axioms: [propext, Classical.choice, Quot.sound]
'SoftenedPowerLaw.softEnergy_nonneg_iff' depends on axioms: [propext, Classical.choice, Quot.sound]
```

## Positivity of the Gaussian sums in Lean

`exists_coordinates` builds the span `S` of the sites, takes an orthonormal basis from Mathlib and returns the coordinates `w`.

`inner_pow_form_nonneg` is the induction on the power. The phrase `generalizing c` makes the induction hypothesis available for all weights, which is what allows it to be applied to `c i * w k i`.

`exp_inner_form_nonneg` sums the exponential series inside the finite double sum with `hasSum_sum`. It then shows that each term of the resulting series is nonnegative.

## Integrating and comparing charges

`softKernel_mul_Gamma` is the Gamma integral, with $\Gamma(s/2)$ kept on the kernel's side of the equation.

In `softEnergy_self_nonneg`, exchanging the finite sums with the integral requires each integrand `f i j` to be integrable. The proof of `hI` uses Lean's convention that the integral of a non-integrable function is zero: here the integral equals a positive kernel times a positive Gamma value, so the function must be integrable. The equation `h` performs the exchange, and `e` absorbs the single-site factors into the charges. The exponential lemma then gives the sign at each `t`, `setIntegral_nonneg` carries it to the integral, and `nonneg_of_mul_nonneg_left` removes the Gamma factor.

`softEnergy_sq_le` proves the symmetry as `hsymm` and the nonnegative quadratic as `hquad`. Mathlib's `discrim_le_zero` supplies the discriminant bound, from which `nlinarith` obtains the inequality.

In `softEnergy_nonneg_iff`, the forward direction assumes that `s` is negative and evaluates the sum for the sites `![0, v]` with charges `![1, -1]`. The strict monotonicity of a positive power, `Real.rpow_lt_rpow`, gives the contradiction. The reverse direction separates `s = 0`, where the sum is a perfect square, from `s > 0`, where `softEnergy_self_nonneg` applies.
